# In a grid cell of width $h$ where $S'\le 0$ and $0\le S''\le M$, linear interpolation of the self-energy raises a quasiparticle root by at most $Mh^2/8$

I treat the diagonal $G_0W_0$ self-energy as a real function of frequency, known only at grid points, and join neighbouring values by straight lines. I then solve the quasiparticle equation with the broken line in place of the true curve. Suppose the true equation has a solution between two neighbouring grid points. Can the interpolated equation lose that solution, or have two in the same cell? And if there is one, on which side of the true energy does it lie, and how far away?

## One root in the cell, at or above the true energy

If the self-energy is non-increasing and convex in the cell, there is exactly one interpolated root there. It never lies below the true energy. If the curvature is also at most $M$, the error is at most $Mh^2/8$.

Let the cell be $[a,a+h]$ with $h>0$, and let $S$ be the real part of the frequency-dependent self-energy matrix element. Collect the frequency-independent terms of the quasiparticle equation in a number $e$. The true energy $E$ in the cell satisfies $E=e+S(E)$. The interpolant and its slope are
$$L(x)=S(a)+s\,(x-a),\qquad s=\frac{S(a+h)-S(a)}{h}.$$

**The gap between chord and curve.** Suppose $S''\ge c$ inside the cell. Then $g(x)=S(x)-cx^2/2$ is convex, so its chord lies on or above it. The chord of $x^2$ exceeds $x^2$ by
$$a^2+(2a+h)(x-a)-x^2=(x-a)(a+h-x),$$
and therefore
$$L(x)-S(x)\ \ge\ \tfrac{c}{2}(x-a)(a+h-x).$$
Applying this to $-S$ with $c=-M$ gives the upper bound $L(x)-S(x)\le \tfrac M2 (x-a)(a+h-x)$ when $S''\le M$.

**Existence and uniqueness.** Put $F(x)=x-e-L(x)$. Since $S$ is non-increasing, $s\le 0$, and $F$ is a straight line of slope $1-s\ge 1$. It has one zero on the whole real line. Inserting $e=E-S(E)$ gives
$$F(a)=(a-E)+(S(E)-S(a))\le 0,$$
$$F(a+h)=(a+h-E)+(S(E)-S(a+h))\ge 0,$$
so the zero $\varepsilon$ lies in the cell.

**The shift.** Subtract the two quasiparticle equations:
$$\varepsilon-E=L(\varepsilon)-S(E)=s(\varepsilon-E)+L(E)-S(E).$$
With $Z=1/(1-s)$ this becomes $\varepsilon-E=Z\,(L(E)-S(E))$. Here $0<Z\le1$, and $(E-a)(a+h-E)\le h^2/4$ because $(2(E-a)-h)^2\ge0$. The gap bounds with $c=0$ and with $M$ then give
$$0\le\varepsilon-E\le \frac{Mh^2}{8}.$$

## One pole, worked in numbers

Take $S(x)=1/(x-0)$, with energies in eV and a residue of 1 eV², on the cell $[2,3]$. Choose $e=2.1$, so that $E=2.5$ solves $E=e+1/E$.

- The slope is $s=1/3-1/2=-1/6$, hence $Z=6/7$.
- At $E$ the chord has the value $5/12$ and the curve $2/5$, a gap of $1/60$.
- The shift is $\tfrac67\cdot\tfrac1{60}=\tfrac1{70}\approx0.014$ eV, so $\varepsilon\approx2.514$ eV.
- The largest curvature in the cell is $M=2/2^3=1/4$ eV⁻¹, and the bound is $1/32\approx0.031$ eV.

## What the Lean statement assumes and concludes

In `grid_quasiparticle_energy`, the self-energy and its first two derivatives are three real functions `S`, `S'` and `S''`. The hypotheses `h1` and `h2` link them by `HasDerivAt` in the open cell `Ioo a (a + h)`, and `hc` requires continuity of `S` on the closed cell. This is weaker than twice continuous differentiability up to the endpoints. The sign of the slope is `hdec`, the curvature range is `hcurv`, and `hE` with `hroot` says that `E` is a true solution in the cell. That such a solution exists is assumed.

`gridSelfEnergy` is $L$, `gridSlope` is $s$, and `gridZ` is $Z$. This $Z$ uses the slope of the chord, whereas the usual renormalization factor uses the derivative of $S$ at a single energy: the quasiparticle energy for the weight of the peak, the mean-field energy in the linearized quasiparticle equation.

The conclusion has two parts: `∃!` gives exactly one interpolated root in the cell, and every real `ε` solving the interpolated equation satisfies `E ≤ ε` and `ε - E ≤ M * h ^ 2 / 8`. "Above" is meant weakly: if $E$ is a grid point, the shift is zero.

The convexity condition restricts the physics. `pole_quasiparticle_energy` derives it, along with the other conditions on $S$, for a finite sum of real poles with non-negative residues, all below the cell, with $M=\sum_i 2r_i/(a-p_i)^3$. Poles above the cell contribute negative curvature, so between the two groups of poles the sign of the shift is not fixed in general. For that case `root_shift_bounds` allows a negative lower curvature bound `m`, provided the grid slope is below one.

For $G_0W_0$ practice, the main theorem bounds the shift of a quasiparticle root caused by interpolating a single diagonal, real self-energy element, in a cell where that element is non-increasing and convex with bounded curvature. Errors in the tabulated values themselves, lifetimes, off-diagonal elements and self-consistent updates of $S$ or $e$ do not enter the model.

```lean
import Mathlib

open Set

namespace GWFrequencyGrid

noncomputable section

/-- Slope of the self-energy between the grid frequencies `a` and `a + h`, for `h ≠ 0`. -/
def gridSlope (S : ℝ → ℝ) (a h : ℝ) : ℝ := (S (a + h) - S a) / h

/-- Linear interpolant of the self-energy between the grid frequencies `a` and `a + h`,
for `h ≠ 0`. -/
def gridSelfEnergy (S : ℝ → ℝ) (a h x : ℝ) : ℝ := S a + gridSlope S a h * (x - a)

/-- Renormalization factor `1 / (1 - slope)` of the interpolated self-energy, for `h ≠ 0` and
slope different from one. -/
def gridZ (S : ℝ → ℝ) (a h : ℝ) : ℝ := 1 / (1 - gridSlope S a h)

/-- Sum-over-poles self-energy with residues `r i` and poles `p i`, for frequencies `x` that
differ from every pole. -/
def poleSelfEnergy {ι : Type*} [Fintype ι] (r p : ι → ℝ) (x : ℝ) : ℝ :=
  ∑ i, r i / (x - p i)

/-- If the curvature of a continuous self-energy is at least `c` inside a grid cell, the
interpolant exceeds it at `x` in the cell by at least `c (x - a)(a + h - x) / 2`. -/
theorem interpolation_gap {S S' S'' : ℝ → ℝ} {a h c x : ℝ} (hh : 0 < h)
    (hc : ContinuousOn S (Icc a (a + h)))
    (h1 : ∀ y ∈ Ioo a (a + h), HasDerivAt S (S' y) y)
    (h2 : ∀ y ∈ Ioo a (a + h), HasDerivAt S' (S'' y) y)
    (hcurv : ∀ y ∈ Ioo a (a + h), c ≤ S'' y) (hx : x ∈ Icc a (a + h)) :
    c * ((x - a) * (a + h - x)) / 2 ≤ gridSelfEnergy S a h x - S x := by
  -- subtracting a parabola of curvature `c` leaves a convex function
  have hconv : ConvexOn ℝ (Icc a (a + h)) (fun y => S y - c / 2 * (y * y)) := by
    apply convexOn_of_hasDerivWithinAt2_nonneg (convex_Icc _ _)
      (f' := fun y => S' y - c * y) (f'' := fun y => S'' y - c)
    · exact hc.sub (by fun_prop)
    · intro y hy
      rw [interior_Icc] at hy
      have hq : HasDerivAt (fun y : ℝ => c / 2 * (y * y)) (c * y) y :=
        (((hasDerivAt_id' y).fun_mul (hasDerivAt_id' y)).const_mul (c / 2)).congr_deriv
          (by ring)
      exact ((h1 y hy).fun_sub hq).hasDerivWithinAt
    · intro y hy
      rw [interior_Icc] at hy
      have hq : HasDerivAt (fun y : ℝ => c * y) c y :=
        ((hasDerivAt_id' y).const_mul c).congr_deriv (by ring)
      exact ((h2 y hy).fun_sub hq).hasDerivWithinAt
    · intro y hy
      rw [interior_Icc] at hy
      exact sub_nonneg.mpr (hcurv y hy)
  have key := hconv.2 (left_mem_Icc.mpr (by linarith)) (right_mem_Icc.mpr (by linarith))
    (div_nonneg (sub_nonneg.mpr hx.2) hh.le) (div_nonneg (sub_nonneg.mpr hx.1) hh.le)
    (by field_simp; ring)
  have hxx : (a + h - x) / h * a + (x - a) / h * (a + h) = x := by
    field_simp
    ring
  simp only [smul_eq_mul] at key
  rw [hxx] at key
  have hid : gridSelfEnergy S a h x - S x - c * ((x - a) * (a + h - x)) / 2
      = (a + h - x) / h * (S a - c / 2 * (a * a))
        + (x - a) / h * (S (a + h) - c / 2 * ((a + h) * (a + h)))
        - (S x - c / 2 * (x * x)) := by
    unfold gridSelfEnergy gridSlope
    field_simp
    ring
  linarith

/-- The shift of the quasiparticle energy caused by interpolation is the interpolation error at
the true energy `E` times the grid renormalization factor, if the grid slope is not one. -/
theorem root_shift_eq {S : ℝ → ℝ} {a h e E ε : ℝ} (hs : gridSlope S a h ≠ 1)
    (hE : E = e + S E) (hε : ε = e + gridSelfEnergy S a h ε) :
    ε - E = gridZ S a h * (gridSelfEnergy S a h E - S E) := by
  have hne : 1 - gridSlope S a h ≠ 0 := sub_ne_zero.mpr hs.symm
  unfold gridZ
  rw [one_div, eq_inv_mul_iff_mul_eq₀ hne]
  simp only [gridSelfEnergy] at hε ⊢
  linear_combination hε - hE

/-- If the self-energy is non-increasing on a grid cell that contains a quasiparticle energy,
the interpolated quasiparticle equation has exactly one root in that cell. -/
theorem existsUnique_grid_root {S : ℝ → ℝ} {a h e E : ℝ} (hh : 0 < h)
    (hS : AntitoneOn S (Icc a (a + h))) (hE : E ∈ Icc a (a + h)) (hroot : E = e + S E) :
    ∃! ε, ε ∈ Icc a (a + h) ∧ ε = e + gridSelfEnergy S a h ε := by
  have hA : S E ≤ S a := hS (left_mem_Icc.mpr (by linarith)) hE hE.1
  have hB : S (a + h) ≤ S E := hS hE (right_mem_Icc.mpr (by linarith)) hE.2
  have hb : gridSlope S a h * h = S (a + h) - S a := div_mul_cancel₀ _ hh.ne'
  have hs : gridSlope S a h ≤ 0 := div_nonpos_of_nonpos_of_nonneg (by linarith) hh.le
  have hp : 0 < 1 - gridSlope S a h := by linarith
  have hE1 := hE.1
  have hE2 := hE.2
  -- the interpolated equation is linear and can be solved explicitly
  refine ⟨(e + S a - gridSlope S a h * a) / (1 - gridSlope S a h), ⟨⟨?_, ?_⟩, ?_⟩, ?_⟩
  · rw [le_div_iff₀ hp]
    nlinarith
  · rw [div_le_iff₀ hp]
    nlinarith
  · have key := div_mul_cancel₀ (e + S a - gridSlope S a h * a) hp.ne'
    simp only [gridSelfEnergy]
    linear_combination key
  · rintro y ⟨-, hy⟩
    rw [eq_div_iff hp.ne']
    simp only [gridSelfEnergy] at hy
    linear_combination hy

/-- For a continuous self-energy with curvature between `m` and `M` inside a grid cell that contains
a quasiparticle energy `E`, and with grid slope below one, the root shift lies between
`Z m (E - a)(a + h - E) / 2` and `Z M (E - a)(a + h - E) / 2`, where `Z` is the grid renormalization
factor. -/
theorem root_shift_bounds {S S' S'' : ℝ → ℝ} {a h m M e E ε : ℝ} (hh : 0 < h)
    (hc : ContinuousOn S (Icc a (a + h)))
    (h1 : ∀ y ∈ Ioo a (a + h), HasDerivAt S (S' y) y)
    (h2 : ∀ y ∈ Ioo a (a + h), HasDerivAt S' (S'' y) y)
    (hcurv : ∀ y ∈ Ioo a (a + h), m ≤ S'' y ∧ S'' y ≤ M) (hs : gridSlope S a h < 1)
    (hE : E ∈ Icc a (a + h)) (hroot : E = e + S E)
    (hε : ε = e + gridSelfEnergy S a h ε) :
    gridZ S a h * (m * ((E - a) * (a + h - E)) / 2) ≤ ε - E ∧
      ε - E ≤ gridZ S a h * (M * ((E - a) * (a + h - E)) / 2) := by
  have hZ : 0 ≤ gridZ S a h := one_div_nonneg.mpr (by linarith)
  have lo := interpolation_gap hh hc h1 h2 (fun y hy => (hcurv y hy).1) hE
  -- the upper bound is the lower bound for `-S`
  have up := interpolation_gap (S := fun y => -S y) (S' := fun y => -S' y)
    (S'' := fun y => -S'' y) (c := -M) hh hc.neg (fun y hy => (h1 y hy).fun_neg)
    (fun y hy => (h2 y hy).fun_neg) (fun y hy => neg_le_neg (hcurv y hy).2) hE
  have hneg : gridSelfEnergy (fun y => -S y) a h E = -gridSelfEnergy S a h E := by
    unfold gridSelfEnergy gridSlope
    ring
  rw [hneg] at up
  rw [root_shift_eq hs.ne hroot hε]
  exact ⟨mul_le_mul_of_nonneg_left lo hZ, mul_le_mul_of_nonneg_left (by linarith) hZ⟩

/-- Let a continuous self-energy have `S' ≤ 0` and `0 ≤ S'' ≤ M` inside a grid cell of width
`h > 0` containing the quasiparticle energy `E`. The interpolated equation has exactly one root
in the cell, and it lies at or above `E` by at most `M h² / 8`. -/
theorem grid_quasiparticle_energy {S S' S'' : ℝ → ℝ} {a h M e E : ℝ} (hh : 0 < h)
    (hc : ContinuousOn S (Icc a (a + h)))
    (h1 : ∀ y ∈ Ioo a (a + h), HasDerivAt S (S' y) y)
    (h2 : ∀ y ∈ Ioo a (a + h), HasDerivAt S' (S'' y) y)
    (hdec : ∀ y ∈ Ioo a (a + h), S' y ≤ 0)
    (hcurv : ∀ y ∈ Ioo a (a + h), 0 ≤ S'' y ∧ S'' y ≤ M)
    (hE : E ∈ Icc a (a + h)) (hroot : E = e + S E) :
    (∃! ε, ε ∈ Icc a (a + h) ∧ ε = e + gridSelfEnergy S a h ε) ∧
      ∀ ε, ε = e + gridSelfEnergy S a h ε → E ≤ ε ∧ ε - E ≤ M * h ^ 2 / 8 := by
  have hanti : AntitoneOn S (Icc a (a + h)) := by
    apply antitoneOn_of_deriv_nonpos (convex_Icc _ _) hc
    · intro y hy
      rw [interior_Icc] at hy
      exact (h1 y hy).differentiableAt.differentiableWithinAt
    · intro y hy
      rw [interior_Icc] at hy
      rw [(h1 y hy).deriv]
      exact hdec y hy
  refine ⟨existsUnique_grid_root hh hanti hE hroot, fun ε hε => ?_⟩
  have hends : S (a + h) ≤ S a :=
    hanti (left_mem_Icc.mpr (by linarith)) (right_mem_Icc.mpr (by linarith)) (by linarith)
  have hs : gridSlope S a h ≤ 0 := div_nonpos_of_nonpos_of_nonneg (by linarith) hh.le
  have hM : 0 ≤ M := by
    have hmid := hcurv (a + h / 2) ⟨by linarith, by linarith⟩
    exact hmid.1.trans hmid.2
  obtain ⟨lo, up⟩ := root_shift_bounds hh hc h1 h2 hcurv (by linarith) hE hroot hε
  -- a falling self-energy has renormalization factor at most one
  have hZ : gridZ S a h ≤ 1 := by
    unfold gridZ
    rw [div_le_one (by linarith)]
    linarith
  have hprod : 0 ≤ (E - a) * (a + h - E) :=
    mul_nonneg (sub_nonneg.mpr hE.1) (sub_nonneg.mpr hE.2)
  have hquarter : (E - a) * (a + h - E) ≤ h ^ 2 / 4 := by
    nlinarith [sq_nonneg (2 * (E - a) - h)]
  have hb1 := mul_le_mul_of_nonneg_left hquarter hM
  have hb2 := mul_le_mul_of_nonneg_right hZ
    (div_nonneg (mul_nonneg hM hprod) (by norm_num : (0 : ℝ) ≤ 2))
  constructor
  · simp only [zero_mul, zero_div, mul_zero] at lo
    linarith
  · linarith

/-- Let a sum-over-poles self-energy have non-negative residues and all poles below a grid cell that
contains a quasiparticle energy `E`. The interpolated equation has exactly one root in the cell, at
or above `E`, with an error bound given by the cell width, the residues and the distances of the
poles from the cell. -/
theorem pole_quasiparticle_energy {ι : Type*} [Fintype ι] {r p : ι → ℝ} {a h e E : ℝ}
    (hh : 0 < h) (hr : ∀ i, 0 ≤ r i) (hp : ∀ i, p i < a)
    (hE : E ∈ Icc a (a + h)) (hroot : E = e + poleSelfEnergy r p E) :
    (∃! ε, ε ∈ Icc a (a + h) ∧ ε = e + gridSelfEnergy (poleSelfEnergy r p) a h ε) ∧
      ∀ ε, ε = e + gridSelfEnergy (poleSelfEnergy r p) a h ε →
        E ≤ ε ∧ ε - E ≤ (∑ i, 2 * r i / (a - p i) ^ 3) * h ^ 2 / 8 := by
  have hpos : ∀ x, a ≤ x → ∀ i, 0 < x - p i := fun x hx i => by linarith [hp i]
  have hd1 : ∀ x, a ≤ x → HasDerivAt (poleSelfEnergy r p)
      (∑ i, -(r i / ((x - p i) * (x - p i)))) x := by
    intro x hx
    change HasDerivAt (fun y => ∑ i, r i / (y - p i)) _ x
    apply HasDerivAt.fun_sum
    intro i _
    exact ((hasDerivAt_const x (r i)).fun_div ((hasDerivAt_id' x).sub_const (p i))
      (hpos x hx i).ne').congr_deriv (by ring)
  have hd2 : ∀ x, a ≤ x → HasDerivAt (fun y => ∑ i, -(r i / ((y - p i) * (y - p i))))
      (∑ i, 2 * r i / (x - p i) ^ 3) x := by
    intro x hx
    apply HasDerivAt.fun_sum
    intro i _
    have hne : x - p i ≠ 0 := (hpos x hx i).ne'
    have h0 := (hasDerivAt_id' x).sub_const (p i)
    exact (((hasDerivAt_const x (r i)).fun_div (h0.fun_mul h0)
      (mul_ne_zero hne hne)).fun_neg).congr_deriv (by field_simp; ring)
  refine grid_quasiparticle_energy hh
    (fun x hx => (hd1 x hx.1).continuousAt.continuousWithinAt)
    (fun x hx => hd1 x hx.1.le) (fun x hx => hd2 x hx.1.le) ?_ ?_ hE hroot
  · intro x _
    exact Finset.sum_nonpos fun i _ =>
      neg_nonpos.mpr (div_nonneg (hr i) (mul_self_nonneg _))
  · intro x hx
    constructor
    · exact Finset.sum_nonneg fun i _ =>
        div_nonneg (mul_nonneg (by norm_num) (hr i)) (pow_pos (hpos x hx.1.le i) 3).le
    · -- the curvature is largest at the edge nearest to the poles
      exact Finset.sum_le_sum fun i _ =>
        div_le_div_of_nonneg_left (mul_nonneg (by norm_num) (hr i))
          (pow_pos (hpos a le_rfl i) 3)
          (pow_le_pow_left₀ (hpos a le_rfl i).le (by linarith [hx.1]) 3)

/-- For the parabolic self-energy `M (x - h)² / 2` on `[0, h]`, with `M ≥ 0`, `h > 0` and the
quasiparticle energy at the midpoint, interpolation raises the root by exactly
`(M h² / 8) / (1 + M h / 2)`. -/
theorem parabolic_root_shift {M h : ℝ} (hM : 0 ≤ M) (hh : 0 < h) :
    let S : ℝ → ℝ := fun x => M * (x - h) ^ 2 / 2
    let e : ℝ := h / 2 - M * h ^ 2 / 8
    let ε : ℝ := h / 2 + M * h ^ 2 / 8 / (1 + M * h / 2)
    h / 2 = e + S (h / 2) ∧ ε = e + gridSelfEnergy S 0 h ε := by
  intro S e ε
  have hslope : gridSlope S 0 h = -(M * h / 2) := by
    simp only [gridSlope, S]
    rw [div_eq_iff hh.ne']
    ring
  have hne : 1 + M * h / 2 ≠ 0 := by positivity
  have key := div_mul_cancel₀ (M * h ^ 2 / 8) hne
  constructor
  · simp only [S, e]
    ring
  · simp only [gridSelfEnergy, hslope]
    simp only [S, e, ε]
    linear_combination key

end

end GWFrequencyGrid
```

```lean
#print axioms GWFrequencyGrid.grid_quasiparticle_energy
#print axioms GWFrequencyGrid.pole_quasiparticle_energy
#print axioms GWFrequencyGrid.parabolic_root_shift
```

```
'GWFrequencyGrid.grid_quasiparticle_energy' depends on axioms: [propext, Classical.choice, Quot.sound]
'GWFrequencyGrid.pole_quasiparticle_energy' depends on axioms: [propext, Classical.choice, Quot.sound]
'GWFrequencyGrid.parabolic_root_shift' depends on axioms: [propext, Classical.choice, Quot.sound]
```

## From the chord inequality to the bound

`interpolation_gap` proves the first step. Mathlib's second-derivative test gives `hconv`, the convexity of $S(y)-cy^2/2$. The convexity inequality is then applied at the two endpoints with weights $(a+h-x)/h$ and $(x-a)/h$. The identity `hid` rewrites the result as the gap between $L$ and $S$ minus the parabolic term.

`root_shift_eq` is the subtraction of the two quasiparticle equations. After multiplication by $1-s$, the step `linear_combination hε - hE` is exactly that subtraction. It needs only $s\ne1$.

`existsUnique_grid_root` writes the root explicitly as $(e+S(a)-sa)/(1-s)$. The two `nlinarith` calls place it between the endpoints, using `hA` and `hB`, the same comparisons of $S(E)$ with the endpoint values that fixed the signs of $F$. Uniqueness comes from solving the linear equation for any other candidate.

`root_shift_bounds` uses the gap lemma twice, for $S$ and for $-S$, and multiplies both bounds by $Z\ge0$. It keeps the factor $(E-a)(a+h-E)$, so it is sharper when $E$ is close to a grid point.

The main theorem first obtains monotonicity from `hdec`, then sets `m` to zero in `root_shift_bounds`. The facts `hZ` and `hquarter` are $Z\le1$ and the inequality $(E-a)(a+h-E)\le h^2/4$. For the pole sum, `hd1` and `hd2` differentiate term by term, and the curvature is bounded by its value at the edge nearest to the poles.

Finally, `parabolic_root_shift` takes $S(x)=M(x-h)^2/2$ on $[0,h]$ with $E=h/2$. The chord has slope $-Mh/2$, and substitution confirms the shift
$$\varepsilon-E=\frac{Mh^2/8}{1+Mh/2}.$$
For $M>0$, its ratio to $Mh^2/8$ tends to one as $Mh\to0$, so no smaller universal constant can replace $1/8$.
